# Taylor coefficients of the 1s–1s overlap formula π e^(−R)(1 + R + R²/3): only R¹ and R³ vanish, and R⁵ has −π/45

The function `closedForm`, π e^(−R)(1 + R + R²/3), is the known value of the overlap integral of two unnormalised Slater 1s functions e^(−r) of unit exponent whose centres lie a distance R apart; for normalised orbitals the factor π is absent. The file takes this expression as the definition of a function on all real R and does not derive it from an integral. The theorem `taylorCoeff_odd` states that the Taylor coefficient of Rⁿ at R = 0 vanishes exactly when n = 1 or n = 3, and that the coefficient of R⁵ is −π/45 (−1/45 for normalised orbitals). The attempt rewrites with `taylorCoeff_eq`, which gives the coefficient as π(−1)ⁿ(n − 1)(n − 3)/(3 n!), then lets `simp` split the vanishing product into its factors for the first part and evaluates 5! = 120 for the second.

Lean 4 with Mathlib refuses this proof:

```lean
import Mathlib

open Real Set Filter Topology MeasureTheory

namespace CuspConvolution

noncomputable section

/-- The closed form `π exp (-R) (1 + R + R² / 3)`. -/
def closedForm (R : ℝ) : ℝ := π * exp (-R) * (1 + R + R ^ 2 / 3)

/-- Taylor coefficient of `Rⁿ` of the closed form at `R = 0`. -/
def taylorCoeff (n : ℕ) : ℝ := iteratedDeriv n closedForm 0 / n.factorial

/-- The exponential `exp (-k x)` times the quadratic `a x² + b x + c`. -/
def expQuad (k a b c x : ℝ) : ℝ := exp (-(k * x)) * (a * x ^ 2 + b * x + c)

/-- The derivative of `exp (-k x) p(x)` for quadratic `p` is `exp (-k x) (p' - k p)`. -/
theorem hasDerivAt_expQuad (k a b c x : ℝ) :
    HasDerivAt (expQuad k a b c)
      (exp (-(k * x)) * (2 * a * x + b - k * (a * x ^ 2 + b * x + c))) x := by
  have h1 : HasDerivAt (fun x : ℝ => -(k * x)) (-k) x :=
    ((hasDerivAt_id' x).const_mul k).fun_neg.congr_deriv (by ring)
  have h2 : HasDerivAt (fun x : ℝ => a * x ^ 2 + b * x + c) (2 * a * x + b) x :=
    ((((hasDerivAt_pow 2 x).const_mul a).fun_add
      ((hasDerivAt_id' x).const_mul b)).add_const c).congr_deriv (by ring)
  exact (h1.exp.fun_mul h2).congr_deriv (by ring)

/-- The `n`-th derivative of the closed form is
`π (-1)ⁿ exp (-R) (R²/3 + (1 - 2n/3) R + (n - 1)(n - 3)/3)`. -/
theorem iteratedDeriv_closedForm (n : ℕ) :
    iteratedDeriv n closedForm = fun R =>
      π * (-1) ^ n * expQuad 1 (1 / 3) (1 - 2 * n / 3) ((n - 1) * (n - 3) / 3) R := by
  induction n with
  | zero =>
    funext R
    simp only [iteratedDeriv_zero, closedForm, expQuad, one_mul, Nat.cast_zero]
    ring
  | succ n ih =>
    funext R
    rw [iteratedDeriv_succ, ih, ((hasDerivAt_expQuad 1 (1 / 3) (1 - 2 * n / 3)
      ((n - 1) * (n - 3) / 3) R).const_mul (π * (-1) ^ n)).deriv, pow_succ (-1 : ℝ) n]
    simp only [expQuad]
    push_cast
    ring

/-- The Taylor coefficient of `Rⁿ` is `π (-1)ⁿ (n - 1)(n - 3) / (3 n!)`. -/
theorem taylorCoeff_eq (n : ℕ) :
    taylorCoeff n = π * (-1) ^ n * ((n - 1) * (n - 3) / 3) / n.factorial := by
  rw [taylorCoeff, iteratedDeriv_closedForm]
  simp [expQuad]

/-- The Taylor coefficient of `Rⁿ` vanishes exactly for `n = 1` and `n = 3`, and that of `R⁵`
is `-π / 45`. -/
theorem taylorCoeff_odd :
    (∀ n, taylorCoeff n = 0 ↔ n = 1 ∨ n = 3) ∧ taylorCoeff 5 = -π / 45 := by
  constructor
  · intro n
    rw [taylorCoeff_eq]
    simp [pi_ne_zero, Nat.factorial_ne_zero, sub_eq_zero]
  · have h5 : ((Nat.factorial 5 : ℕ) : ℝ) = 120 := by norm_num [Nat.factorial]
    rw [taylorCoeff_eq, h5]
    push_cast
    ring

end

end CuspConvolution
```

Compiling this gives:

```
Main.lean:58:2: error: unsolved goals
case left
n : ℕ
⊢ n = 1 ∨ ↑n = 3 ↔ n = 1 ∨ n = 3
```

Diagnosis. The message says that the first bullet ends with a goal still open: `simp` made progress but did not finish. It discarded the factors that cannot vanish, using `pi_ne_zero` and `Nat.factorial_ne_zero` among others, and `sub_eq_zero` turned the two remaining factors into the real equations `↑n = 1` and `↑n = 3`. The first was brought back to `ℕ`, as `Nat.cast_eq_one` does, and shows as `n = 1` without an arrow. The second compares a cast with the real numeral `3`. It is not of the form `↑n = ↑m` that `Nat.cast_inj` matches, and no lemma in the simp set converted it. The left side thus keeps `↑n = 3` in `ℝ` while the right has `n = 3` in `ℕ`.

The repair supplies the missing step as `h3 : (n : ℝ) = 3 ↔ n = 3`. Each direction is proved by `exact_mod_cast`, which treats the real numeral as the cast of the natural `3` and moves the equation across the injective cast. Given to `simp`, `h3` rewrites `↑n = 3` to `n = 3`, both sides of the equivalence coincide, and the goal closes.

Lean accepts the file once it reads:

```diff
@@ -58,5 +58,7 @@
   · intro n
     rw [taylorCoeff_eq]
-    simp [pi_ne_zero, Nat.factorial_ne_zero, sub_eq_zero]
+    have h3 : (n : ℝ) = 3 ↔ n = 3 :=
+      ⟨fun h => by exact_mod_cast h, fun h => by exact_mod_cast h⟩
+    simp [pi_ne_zero, Nat.factorial_ne_zero, sub_eq_zero, h3]
   · have h5 : ((Nat.factorial 5 : ℕ) : ℝ) = 120 := by norm_num [Nat.factorial]
     rw [taylorCoeff_eq, h5]
```
